# The overlap matrix $I+sA_N$ of an open chain is positive definite at every length exactly when $|s|\le 1/2$

Take a Hückel-type chain model with nearest-neighbour overlap $s=0.6$ and all further overlaps set to zero. Up to four sites all is well. At five sites $x^TSx$ is negative for some real coefficients $x$, which is impossible for the overlap matrix of actual orbitals: the model matrix $S$ no longer defines an inner product, its Cholesky factorisation fails, and $S^{-1/2}$ is no longer a real matrix with which to orthogonalise the basis. A value of $s$ that is safe for a short chain can thus fail for a longer one.

Let $A_N$ be the $N\times N$ matrix with entry 1 between consecutive sites and 0 elsewhere, and let $S=I+sA_N$ with $s$ real. Then $S$ is positive definite for every $N\ge1$ if and only if $|s|\le 1/2$. For this one-parameter model of the overlap, whatever the matrix $H$, this gives the range of $s$ in which the generalised eigenvalue problem $Hc=ESc$ has a proper metric at all lengths.

## Completing squares with a standing wave

Write $N=n+1$ and number the sites $0,\dots,n$. For real coefficients $x_i$,

$$x^TSx=\sum_{i=0}^{n}x_i^2+2s\sum_{i=0}^{n-1}x_ix_{i+1}.$$

Let $\theta=\pi/(n+2)$ and $w_k=\sin k\theta$. Site $i$ carries the amplitude $w_{i+1}$. These amplitudes are positive on the chain, $w_0=w_{n+2}=0$, and the addition formulas give

$$w_{k+2}=2\cos\theta\,w_{k+1}-w_k.$$

For each bond, complete a square:

$$0\le\frac{w_{i+2}}{w_{i+1}}\Bigl(x_i-\frac{w_{i+1}}{w_{i+2}}x_{i+1}\Bigr)^2=\frac{w_{i+2}}{w_{i+1}}x_i^2-2x_ix_{i+1}+\frac{w_{i+1}}{w_{i+2}}x_{i+1}^2.$$

Sum over the bonds. The coefficient of $x_i^2$ is $(w_{i+2}+w_i)/w_{i+1}=2\cos\theta$, at the end sites too, because the wave vanishes just outside the chain. Hence

$$\sum_{i=0}^{n-1}x_ix_{i+1}\le\cos\theta\sum_{i=0}^{n}x_i^2.$$

For a single site there are no bonds and $\cos\theta=0$, so both sides vanish. Applying the inequality to $|x_i|$ bounds the absolute value of the bond sum, and therefore

$$x^TSx\ge(1-2|s|\cos\theta)\,x^Tx.$$

The choice $x_i=w_{i+1}$ makes every square zero. With $x_i=\sigma^iw_{i+1}$, where $\sigma=-1$ for $s\ge0$ and $\sigma=1$ for $s<0$, the bond sum becomes $\sigma\cos\theta\,x^Tx$. Since $s\sigma=-|s|$, the lower bound is attained. A chain of $n+1$ sites therefore has a positive definite overlap matrix exactly when

$$2|s|\cos\frac{\pi}{n+2}<1.$$

If $|s|\le1/2$, this holds for every $n$, because the cosine is strictly less than 1. Conversely, if it holds for every $n$, letting $n\to\infty$ gives $2|s|\le1$. The endpoint is included, but at $|s|=1/2$ the minimum of $x^TSx/x^Tx$ is $1-\cos(\pi/(n+2))$, which tends to zero: the orbitals of a long chain are then nearly linearly dependent.

## The matrix and its quadratic form in Lean

```lean
import Mathlib

open Matrix Finset Filter Topology

namespace ChainOverlap

noncomputable section
```

The sites are the elements of `Fin N`, numbered from zero, and the matrix entries are real.

```lean
/-- Adjacency matrix of the open chain of `N` sites: entry 1 between consecutive sites,
0 otherwise. -/
def chainAdjacency (N : ℕ) : Matrix (Fin N) (Fin N) ℝ :=
  Matrix.of fun i j => if i.val + 1 = j.val ∨ j.val + 1 = i.val then 1 else 0
```

The unit diagonal of the overlap matrix expresses normalised orbitals. The single number `s` stands for the overlap integral of two neighbours, taken equal on all bonds, while overlaps beyond neighbours are set to zero. It is a free parameter here, not computed from actual orbitals. Rings and unequal bonds are not covered.

```lean
/-- Model overlap matrix of the open chain: 1 on the diagonal, `s` between consecutive sites, 0
otherwise. -/
def chainOverlap (N : ℕ) (s : ℝ) : Matrix (Fin N) (Fin N) ℝ :=
  1 + s • chainAdjacency N
```

The function `standingWave θ k` is $\sin k\theta$, the $w_k$ of the derivation.

```lean
/-- Standing wave of phase step `θ`, with the sites counted from one. -/
def standingWave (θ : ℝ) (k : ℕ) : ℝ := Real.sin (k * θ)
```

The double sum over matrix entries meets each bond twice. The proof is by induction on the length: a new end site adds one row and one column, each with a single nonzero off-diagonal term.

```lean
/-- The double sum over neighbouring sites counts every bond of the chain twice. -/
theorem sum_neighbours (f : ℕ → ℝ) (n : ℕ) :
    ∑ i ∈ range (n + 1), ∑ j ∈ range (n + 1),
      f i * ((if i + 1 = j ∨ j + 1 = i then (1 : ℝ) else 0) * f j)
      = 2 * ∑ i ∈ range n, f i * f (i + 1) := by
  have split : ∀ (g : ℕ → ℕ → ℝ) (m : ℕ),
      ∑ i ∈ range (m + 1), ∑ j ∈ range (m + 1), g i j
        = ∑ i ∈ range m, ∑ j ∈ range m, g i j + ∑ i ∈ range m, g i m
          + ∑ j ∈ range m, g m j + g m m := by
    intro g m
    simp only [Finset.sum_range_succ, Finset.sum_add_distrib]
    ring
  induction n with
  | zero => simp
  | succ n ih =>
    -- the new site is bonded only to the previous last site
    have hcol : ∑ i ∈ range (n + 1),
        f i * ((if i + 1 = n + 1 ∨ n + 1 + 1 = i then (1 : ℝ) else 0) * f (n + 1))
        = f n * f (n + 1) := by
      rw [Finset.sum_range_succ, Finset.sum_eq_zero]
      · rw [if_pos (Or.inl rfl)]
        ring
      · intro i hi
        have hi' := Finset.mem_range.mp hi
        have h : ¬(i + 1 = n + 1 ∨ n + 1 + 1 = i) := by omega
        rw [if_neg h]
        ring
    have hrow : ∑ j ∈ range (n + 1),
        f (n + 1) * ((if n + 1 + 1 = j ∨ j + 1 = n + 1 then (1 : ℝ) else 0) * f j)
        = f n * f (n + 1) := by
      rw [Finset.sum_range_succ, Finset.sum_eq_zero]
      · rw [if_pos (Or.inr rfl)]
        ring
      · intro j hj
        have hj' := Finset.mem_range.mp hj
        have h : ¬(n + 1 + 1 = j ∨ j + 1 = n + 1) := by omega
        rw [if_neg h]
        ring
    have hdiag : ¬(n + 1 + 1 = n + 1 ∨ n + 1 + 1 = n + 1) := by omega
    rw [split _ (n + 1), ih, hcol, hrow, if_neg hdiag, Finset.sum_range_succ]
    ring
```

This count gives the formula for $x^TSx$. Coefficients are written as a function `f` on the natural numbers, of which only the first $n+1$ values enter.

```lean
/-- The overlap form is the sum of the squared coefficients plus `2 s` times the sum over bonds. -/
theorem overlap_form (n : ℕ) (s : ℝ) (f : ℕ → ℝ) :
    (fun i : Fin (n + 1) => f i) ⬝ᵥ chainOverlap (n + 1) s *ᵥ (fun i : Fin (n + 1) => f i)
      = (fun i : Fin (n + 1) => f i) ⬝ᵥ (fun i : Fin (n + 1) => f i)
        + 2 * s * ∑ i ∈ range n, f i * f (i + 1) := by
  have hA : (fun i : Fin (n + 1) => f i) ⬝ᵥ
      chainAdjacency (n + 1) *ᵥ (fun i : Fin (n + 1) => f i)
      = 2 * ∑ i ∈ range n, f i * f (i + 1) := by
    rw [← sum_neighbours]
    simp only [dotProduct, Matrix.mulVec, chainAdjacency, Matrix.of_apply, Finset.mul_sum]
    refine Eq.trans ?_ (Fin.sum_univ_eq_sum_range (fun i => ∑ j ∈ range (n + 1),
      f i * ((if i + 1 = j ∨ j + 1 = i then (1 : ℝ) else 0) * f j)) (n + 1))
    refine Finset.sum_congr rfl fun i _ => ?_
    exact Fin.sum_univ_eq_sum_range (fun j =>
      f i * ((if i.val + 1 = j ∨ j + 1 = i.val then (1 : ℝ) else 0) * f j)) (n + 1)
  rw [chainOverlap, Matrix.add_mulVec, Matrix.one_mulVec, Matrix.smul_mulVec,
    dotProduct_add, dotProduct_smul, hA, smul_eq_mul]
  ring
```

## The bond estimate and the wave that attains it

The recursion follows from the sine formulas for $(k+1)\theta\pm\theta$.

```lean
/-- The standing wave obeys the three-term recursion of the chain. -/
theorem wave_rec (θ : ℝ) (k : ℕ) :
    standingWave θ (k + 2)
      = 2 * Real.cos θ * standingWave θ (k + 1) - standingWave θ k := by
  unfold standingWave
  have e1 : ((k + 2 : ℕ) : ℝ) * θ = ((k + 1 : ℕ) : ℝ) * θ + θ := by push_cast; ring
  have e2 : (k : ℝ) * θ = ((k + 1 : ℕ) : ℝ) * θ - θ := by push_cast; ring
  rw [e1, e2, Real.sin_add, Real.sin_sub]
  ring
```

The choice $\theta=\pi/(n+2)$ puts the sites' phases strictly between $0$ and $\pi$, and the next phase at $\pi$.

```lean
/-- With phase step `π / (n + 2)` the standing wave is positive on all `n + 1` sites and
vanishes one step beyond the end of the chain. -/
theorem wave_box (n : ℕ) :
    (∀ k ≤ n, 0 < standingWave (Real.pi / (n + 2)) (k + 1)) ∧
      standingWave (Real.pi / (n + 2)) (n + 2) = 0 := by
  have hn : (0 : ℝ) < (n : ℝ) + 2 := by positivity
  constructor
  · intro k hk
    have hk' : (k : ℝ) ≤ n := by exact_mod_cast hk
    unfold standingWave
    apply Real.sin_pos_of_pos_of_lt_pi
    · have := Real.pi_pos
      positivity
    · rw [← mul_div_assoc, div_lt_iff₀ hn]
      push_cast
      nlinarith [Real.pi_pos, mul_nonneg Real.pi_pos.le (sub_nonneg.2 hk')]
  · have h : ((n + 2 : ℕ) : ℝ) * (Real.pi / (n + 2)) = Real.pi := by
      push_cast
      field_simp
    rw [standingWave, h, Real.sin_pi]
```

In `wave_bound` the squares are added one bond at a time. After site $m$, the term $(w_{m+2}/w_{m+1})x_m^2$ is left over, ready for the next bond. The local statement `young` is the completed square, and `key` uses the recursion to rewrite the leftover coefficient.

```lean
/-- If the standing wave `w` is positive at `1, …, m + 1`, then `w (m + 2) / w (m + 1) * f m ^ 2` is
a lower bound for `2 cos θ` times the sum of squares minus twice the bond sum. -/
theorem wave_bound (θ : ℝ) (f : ℕ → ℝ) (m : ℕ)
    (hpos : ∀ k ≤ m, 0 < standingWave θ (k + 1)) :
    standingWave θ (m + 2) / standingWave θ (m + 1) * f m ^ 2
      ≤ 2 * Real.cos θ * ∑ i ∈ range (m + 1), f i ^ 2
        - 2 * ∑ i ∈ range m, f i * f (i + 1) := by
  -- the square completed on each bond
  have young : ∀ a b x y : ℝ, 0 < a → 0 < b →
      0 ≤ b / a * x ^ 2 - 2 * x * y + a / b * y ^ 2 := by
    intro a b x y ha hb
    have hr : b / a * (a / b) = 1 := by field_simp
    calc 0 ≤ b / a * (x - a / b * y) ^ 2 := by positivity
      _ = _ := by linear_combination (a / b * y ^ 2 - 2 * x * y) * hr
  induction m with
  | zero =>
    have h1 : 0 < standingWave θ 1 := hpos 0 le_rfl
    have h0 : standingWave θ 0 = 0 := by simp [standingWave]
    have h2 : standingWave θ 2 = 2 * Real.cos θ * standingWave θ 1 - standingWave θ 0 :=
      wave_rec θ 0
    have h3 : standingWave θ 2 / standingWave θ 1 = 2 * Real.cos θ := by
      rw [h2, h0, sub_zero, mul_div_assoc, div_self h1.ne', mul_one]
    simp [h3]
  | succ m ih =>
    have ha : 0 < standingWave θ (m + 1) := hpos m (by omega)
    have hb : 0 < standingWave θ (m + 2) := hpos (m + 1) le_rfl
    have ih' := ih (fun k hk => hpos k (by omega))
    have key : standingWave θ (m + 1 + 2) / standingWave θ (m + 2) * f (m + 1) ^ 2
        = 2 * Real.cos θ * f (m + 1) ^ 2
          - standingWave θ (m + 1) / standingWave θ (m + 2) * f (m + 1) ^ 2 := by
      have hrec : standingWave θ (m + 1 + 2)
          = 2 * Real.cos θ * standingWave θ (m + 2) - standingWave θ (m + 1) :=
        wave_rec θ (m + 1)
      rw [hrec, sub_div, mul_div_assoc, div_self hb.ne']
      ring
    rw [Finset.sum_range_succ (fun i => f i ^ 2) (m + 1),
      Finset.sum_range_succ (fun i => f i * f (i + 1)) m]
    change standingWave θ (m + 1 + 2) / standingWave θ (m + 2) * f (m + 1) ^ 2 ≤ _
    rw [key]
    linarith [young _ _ (f m) (f (m + 1)) ha hb]
```

For the wave itself the corresponding sums telescope: by the recursion, a new site adds $w_{m+2}w_{m+3}-w_{m+1}w_{m+2}$. At the end of the chain the remaining product is zero, which gives the equality case.

```lean
/-- For the standing wave, `2 cos θ` times the sum of squares over `m + 1` sites minus twice the
bond sum equals the product of its values at the last site and one step beyond. -/
theorem wave_identity (θ : ℝ) (m : ℕ) :
    2 * Real.cos θ * ∑ i ∈ range (m + 1), standingWave θ (i + 1) ^ 2
      - 2 * ∑ i ∈ range m, standingWave θ (i + 1) * standingWave θ (i + 2)
      = standingWave θ (m + 1) * standingWave θ (m + 2) := by
  induction m with
  | zero =>
    have h0 : standingWave θ 0 = 0 := by simp [standingWave]
    have h2 : standingWave θ 2 = 2 * Real.cos θ * standingWave θ 1 - standingWave θ 0 :=
      wave_rec θ 0
    simp only [zero_add, Finset.sum_range_one, Finset.sum_range_zero]
    linear_combination (-standingWave θ 1) * h2 + standingWave θ 1 * h0
  | succ m ih =>
    rw [Finset.sum_range_succ (fun i => standingWave θ (i + 1) ^ 2) (m + 1),
      Finset.sum_range_succ (fun i => standingWave θ (i + 1) * standingWave θ (i + 2)) m]
    linear_combination ih - standingWave θ (m + 2) * wave_rec θ (m + 1)
```

The lower bound applies `wave_bound` to $|x_i|$. The leftover term vanishes because $w_{n+2}=0$.

```lean
/-- On a chain of `n + 1` sites the overlap form is at least `1 - 2 |s| cos (π / (n + 2))`
times the sum of squared coefficients. -/
theorem overlap_lower_bound (n : ℕ) (s : ℝ) (x : Fin (n + 1) → ℝ) :
    (1 - 2 * |s| * Real.cos (Real.pi / (n + 2))) * (x ⬝ᵥ x)
      ≤ x ⬝ᵥ chainOverlap (n + 1) s *ᵥ x := by
  obtain ⟨f, rfl⟩ : ∃ f : ℕ → ℝ, x = fun i : Fin (n + 1) => f i :=
    ⟨fun k => if h : k < n + 1 then x ⟨k, h⟩ else 0, funext fun i => by
      beta_reduce
      rw [dif_pos i.isLt]⟩
  have hQ : (fun i : Fin (n + 1) => f i) ⬝ᵥ (fun i : Fin (n + 1) => f i)
      = ∑ i ∈ range (n + 1), f i ^ 2 :=
    (Fin.sum_univ_eq_sum_range (fun i => f i * f i) (n + 1)).trans
      (Finset.sum_congr rfl fun i _ => (sq (f i)).symm)
  -- the bond sum is largest when all coefficients have the same sign
  have hb := wave_bound (Real.pi / (n + 2)) (fun i => |f i|) n (wave_box n).1
  rw [(wave_box n).2] at hb
  simp only [zero_div, zero_mul, sq_abs] at hb
  have habs : |∑ i ∈ range n, f i * f (i + 1)| ≤ ∑ i ∈ range n, |f i| * |f (i + 1)| :=
    (Finset.abs_sum_le_sum_abs _ _).trans
      (le_of_eq (Finset.sum_congr rfl fun i _ => abs_mul _ _))
  rw [overlap_form, hQ]
  have h1 : |∑ i ∈ range n, f i * f (i + 1)|
      ≤ Real.cos (Real.pi / (n + 2)) * ∑ i ∈ range (n + 1), f i ^ 2 := by linarith
  have h2 := mul_le_mul_of_nonneg_left h1 (abs_nonneg s)
  have h3 := neg_abs_le (s * ∑ i ∈ range n, f i * f (i + 1))
  rw [abs_mul] at h3
  linarith
```

Attainment uses the wave with the signs $\sigma^i$. Its first coefficient is positive, so the vector is nonzero.

```lean
/-- For some nonzero coefficient vector the overlap form equals `1 - 2 |s| cos (π / (n + 2))` times
the sum of squared coefficients. -/
theorem overlap_bound_attained (n : ℕ) (s : ℝ) :
    ∃ x : Fin (n + 1) → ℝ, x ≠ 0 ∧ x ⬝ᵥ chainOverlap (n + 1) s *ᵥ x
      = (1 - 2 * |s| * Real.cos (Real.pi / (n + 2))) * (x ⬝ᵥ x) := by
  obtain ⟨σ, hσ, hs⟩ : ∃ σ : ℝ, σ * σ = 1 ∧ s * σ = -|s| := by
    rcases le_total 0 s with h | h
    · exact ⟨-1, by norm_num, by rw [abs_of_nonneg h]; ring⟩
    · exact ⟨1, by norm_num, by rw [abs_of_nonpos h]; ring⟩
  have hp : ∀ i : ℕ, σ ^ i * σ ^ i = 1 := fun i => by rw [← mul_pow, hσ, one_pow]
  have hid := wave_identity (Real.pi / (n + 2)) n
  rw [(wave_box n).2, mul_zero] at hid
  have hw := (wave_box n).1 0 (Nat.zero_le n)
  generalize Real.pi / ((n : ℝ) + 2) = θ at hid hw ⊢
  -- the standing wave, with signs chosen so that no bond contributes a positive term
  obtain ⟨f, hf⟩ : ∃ f : ℕ → ℝ, ∀ i, f i = σ ^ i * standingWave θ (i + 1) :=
    ⟨_, fun _ => rfl⟩
  have hQ : (fun i : Fin (n + 1) => f i) ⬝ᵥ (fun i : Fin (n + 1) => f i)
      = ∑ i ∈ range (n + 1), standingWave θ (i + 1) ^ 2 := by
    refine (Fin.sum_univ_eq_sum_range (fun i => f i * f i) (n + 1)).trans
      (Finset.sum_congr rfl fun i _ => ?_)
    simp only [hf]
    linear_combination standingWave θ (i + 1) ^ 2 * hp i
  have hT : ∑ i ∈ range n, f i * f (i + 1)
      = σ * ∑ i ∈ range n, standingWave θ (i + 1) * standingWave θ (i + 2) := by
    rw [Finset.mul_sum]
    refine Finset.sum_congr rfl fun i _ => ?_
    rw [hf i, hf (i + 1)]
    linear_combination σ * standingWave θ (i + 1) * standingWave θ (i + 2) * hp i
  refine ⟨fun i => f i, fun h => ?_, ?_⟩
  · have h0 : f 0 = 0 := congrFun h 0
    rw [hf 0, pow_zero, one_mul] at h0
    exact hw.ne' h0
  · rw [overlap_form, hQ, hT]
    linear_combination
      2 * (∑ i ∈ range n, standingWave θ (i + 1) * standingWave θ (i + 2)) * hs + |s| * hid
```

## From one length to all lengths

Mathlib's `PosDef` requires a Hermitian matrix, here a real symmetric one, with $x^TSx>0$ for every nonzero $x$. In the forward direction the attaining vector forces the strict inequality. In the reverse direction symmetry is checked, and the lower bound supplies positivity.

```lean
/-- The overlap matrix of a chain of `n + 1` sites is positive definite if and only if
`2 |s| cos (π / (n + 2)) < 1`. -/
theorem posDef_iff_finite (n : ℕ) (s : ℝ) :
    (chainOverlap (n + 1) s).PosDef ↔ 2 * |s| * Real.cos (Real.pi / (n + 2)) < 1 := by
  have hnn : ∀ x : Fin (n + 1) → ℝ, 0 ≤ x ⬝ᵥ x := fun x =>
    Finset.sum_nonneg fun i _ => mul_self_nonneg (x i)
  constructor
  · intro h
    obtain ⟨x, hx, hval⟩ := overlap_bound_attained n s
    have hpos := h.dotProduct_mulVec_pos hx
    rw [star_trivial, hval] at hpos
    by_contra hc
    nlinarith [hnn x, mul_nonneg (sub_nonneg.2 (not_lt.1 hc)) (hnn x)]
  · intro h
    have hA : (chainAdjacency (n + 1))ᴴ = chainAdjacency (n + 1) := by
      ext i j
      simp [chainAdjacency, Matrix.conjTranspose_apply, or_comm]
    have hH : (chainOverlap (n + 1) s).IsHermitian := by
      unfold Matrix.IsHermitian chainOverlap
      rw [Matrix.conjTranspose_add, Matrix.conjTranspose_one, Matrix.conjTranspose_smul,
        star_trivial, hA]
    refine Matrix.posDef_iff_dotProduct_mulVec.2 ⟨hH, fun x hx => ?_⟩
    have hxx : 0 < x ⬝ᵥ x :=
      lt_of_le_of_ne (hnn x) (Ne.symm fun h0 => hx (dotProduct_self_eq_zero.1 h0))
    rw [star_trivial]
    exact lt_of_lt_of_le (mul_pos (sub_pos.2 h) hxx) (overlap_lower_bound n s x)
```

The final theorem places "for every $N\ge1$" inside the left-hand side of the equivalence, so one value of `s` must serve all lengths. Necessity passes to the limit with `le_of_tendsto'`, which turns the strict inequalities into $2|s|\le1$. Sufficiency uses $\cos\theta<1$ and treats $s=0$ separately.

```lean
/-- The overlap matrix `I + s A_N` of the open chain is positive definite for every length
`N ≥ 1` if and only if `|s| ≤ 1/2`. -/
theorem posDef_all_lengths_iff (s : ℝ) :
    (∀ N : ℕ, 1 ≤ N → (chainOverlap N s).PosDef) ↔ |s| ≤ 1 / 2 := by
  constructor
  · intro h
    -- the left-hand sides of the finite-length conditions converge to `2 |s|`
    have h0 : Tendsto (fun n : ℕ => Real.pi / ((n : ℝ) + 2)) atTop (𝓝 0) :=
      tendsto_const_nhds.div_atTop
        (tendsto_atTop_add_const_right _ _ tendsto_natCast_atTop_atTop)
    have h1 := ((Real.continuous_cos.tendsto 0).comp h0).const_mul (2 * |s|)
    have h2 := le_of_tendsto' h1
      (fun n => ((posDef_iff_finite n s).1 (h (n + 1) (by omega))).le)
    rw [Real.cos_zero] at h2
    linarith
  · intro hs N hN
    obtain ⟨n, rfl⟩ : ∃ n, N = n + 1 := ⟨N - 1, by omega⟩
    rw [posDef_iff_finite]
    have hn : (0 : ℝ) < (n : ℝ) + 2 := by positivity
    have hθ : 0 < Real.pi / ((n : ℝ) + 2) := div_pos Real.pi_pos hn
    have hθ' : Real.pi / ((n : ℝ) + 2) ≤ Real.pi := by
      rw [div_le_iff₀ hn]
      nlinarith [Real.pi_pos, mul_nonneg Real.pi_pos.le (Nat.cast_nonneg (α := ℝ) n)]
    have hc := Real.cos_lt_cos_of_nonneg_of_le_pi le_rfl hθ' hθ
    rw [Real.cos_zero] at hc
    rcases eq_or_lt_of_le (abs_nonneg s) with h | h
    · rw [← h]
      norm_num
    · nlinarith [mul_pos h (sub_pos.2 hc)]

end

end ChainOverlap
```

```lean
#print axioms ChainOverlap.posDef_all_lengths_iff
```

```
'ChainOverlap.posDef_all_lengths_iff' depends on axioms: [propext, Classical.choice, Quot.sound]
```
